# The minimum of ‖d(k)‖ in the Qi-Wu-Zhang model is min(|u|, |u − 2|, |u + 2|)

Before I compute a Chern number for the Qi-Wu-Zhang model on a momentum grid, I pick a value of the mass parameter $u$ and check that the two bands are separated everywhere. The Hamiltonian is $H(k)=d(k)\cdot\sigma$ with

$$d(k)=(\sin k_x,\ \sin k_y,\ u+\cos k_x+\cos k_y).$$

I usually scan the grid for the smallest $\|d(k)\|$, but a grid can miss a touching point. The exact minimum should be $\min(|u|,|u-2|,|u+2|)$, so that the gap closes only at $u=-2,0,2$. Can this be derived rigorously for all momenta, and checked in Lean?

## An average over four corner momenta

Yes. Write $a=\cos k_x$ and $b=\cos k_y$. Since $\sin^2 k_x=1-a^2$ and $\sin^2 k_y=1-b^2$, the squares of the cosines cancel:

$$\|d\|^2=(1-a^2)+(1-b^2)+(u+a+b)^2=u^2+2+2ab+2u(a+b).$$

This is linear in $a$ at fixed $b$, and linear in $b$ at fixed $a$. It is therefore a weighted average of its values at $a,b=\pm1$:

$$\begin{aligned}4\|d\|^2={}&(1+a)(1+b)(u+2)^2+(1-a)(1-b)(u-2)^2\\&+\big[(1+a)(1-b)+(1-a)(1+b)\big]u^2.\end{aligned}$$

The four products of brackets are non-negative and add up to 4.

Let $m=\min(|u|,|u-2|,|u+2|)$. Each corner value is at least $m^2$, so the average is too, and $\|d(k)\|\ge m$ for every $k$. The norms at $(0,0)$, $(\pi,\pi)$ and $(0,\pi)$ are $|u+2|$, $|u-2|$ and $|u|$, so one of these momenta attains $m$.

The corner values are also at most $(|u|+2)^2$, which gives $\|d(k)\|\le|u|+2$. Equality holds at $(0,0)$ for $u\ge0$ and at $(\pi,\pi)$ for $u\le0$.

If $d(k)=0$, both sines vanish, so $a$ and $b$ are each $\pm1$, and the third component gives $u=-(a+b)$. The possible values are $-2$, $0$ and $2$, and the corner momenta show that all three occur.

To connect this with energies, number the components $d_0,d_1,d_2$, as Lean does. Then

$$\det(E-H)=E^2-d_2^2-(d_0-id_1)(d_0+id_1)=E^2-\|d\|^2,$$

so the energies are $\pm\|d(k)\|$. The gap between the bands is $2m$.

## What the Lean statements say

`dVec u kx ky` is a vector in `EuclideanSpace ℝ (Fin 3)`, so its norm is the ordinary length. `blochHamiltonian` is the complex $2\times2$ matrix $d_0\sigma_x+d_1\sigma_y+d_2\sigma_z$. The theorem `energy_iff` says that a complex number $E$ solves the secular equation exactly when it is $\|d(k)\|$ or $-\|d(k)\|$.

In `isLeast_norm_dVec`, the `Set.range` is the set of all values of $\|d(k)\|$ as $k$ runs over $\mathbb R^2$. `IsLeast` means that the stated minimum belongs to this set and is a lower bound for it. `isGreatest_norm_dVec` is the matching statement for the maximum. Momenta are arbitrary real pairs and not points of a Brillouin zone, which changes nothing because $d$ is $2\pi$-periodic in each component.

`norm_eq_zero_iff_momentum` locates the zeros through their cosines, and `gap_closes_iff` gives the three values of $u$.

In $d(k)$, the prefactor of the cosines (hopping) and that of the sines (spin-orbit coupling) are both set to 1. One of them can be absorbed into the energy unit, but their ratio is a physical parameter, and the formula for the minimum can fail at other ratios. With prefactor 1 for the cosines, $1/2$ for the sines and $u=1$, for example, the norm at $(\pi/2,\pi)$ is $1/2$, while the formula would give 1. The model is an infinite, clean, non-interacting lattice with two bands. There is no term proportional to the identity matrix. Such a term would shift both energies at a given $k$ equally; if it depended on $k$, it could make the energy ranges of the two bands overlap even with $d(k)\neq0$ at every momentum. Chern numbers and edge states do not appear in the file.

```lean
import Mathlib

open Real

namespace QiWuZhang

noncomputable section

/-- The vector `d(k) = (sin kx, sin ky, u + cos kx + cos ky)` of the Qi-Wu-Zhang model. -/
def dVec (u kx ky : ℝ) : EuclideanSpace ℝ (Fin 3) :=
  !₂[sin kx, sin ky, u + cos kx + cos ky]

/-- The Bloch Hamiltonian `d(k) · σ`, written out with the Pauli matrices inserted. -/
def blochHamiltonian (u kx ky : ℝ) : Matrix (Fin 2) (Fin 2) ℂ :=
  !![(dVec u kx ky 2 : ℂ), (dVec u kx ky 0 : ℂ) - Complex.I * (dVec u kx ky 1 : ℂ);
     (dVec u kx ky 0 : ℂ) + Complex.I * (dVec u kx ky 1 : ℂ), -(dVec u kx ky 2 : ℂ)]

/-- The squared length of `d(k)` is the sum of its squared components. -/
theorem norm_sq_dVec (u kx ky : ℝ) :
    ‖dVec u kx ky‖ ^ 2 = sin kx ^ 2 + sin ky ^ 2 + (u + cos kx + cos ky) ^ 2 := by
  rw [EuclideanSpace.norm_sq_eq, Fin.sum_univ_three]
  simp only [Real.norm_eq_abs, sq_abs]
  rfl

/-- The energies of the Bloch Hamiltonian at momentum `k` are exactly `‖d(k)‖` and `-‖d(k)‖`. -/
theorem energy_iff (u kx ky : ℝ) (E : ℂ) :
    (E • (1 : Matrix (Fin 2) (Fin 2) ℂ) - blochHamiltonian u kx ky).det = 0 ↔
      E = (‖dVec u kx ky‖ : ℂ) ∨ E = -(‖dVec u kx ky‖ : ℂ) := by
  have h : ‖dVec u kx ky‖ ^ 2 =
      dVec u kx ky 0 ^ 2 + dVec u kx ky 1 ^ 2 + dVec u kx ky 2 ^ 2 := norm_sq_dVec u kx ky
  have hn : (‖dVec u kx ky‖ : ℂ) ^ 2 = (dVec u kx ky 0 : ℂ) ^ 2 +
      (dVec u kx ky 1 : ℂ) ^ 2 + (dVec u kx ky 2 : ℂ) ^ 2 := by exact_mod_cast h
  have hM : E • (1 : Matrix (Fin 2) (Fin 2) ℂ) - blochHamiltonian u kx ky =
      !![E - (dVec u kx ky 2 : ℂ),
          -((dVec u kx ky 0 : ℂ) - Complex.I * (dVec u kx ky 1 : ℂ));
         -((dVec u kx ky 0 : ℂ) + Complex.I * (dVec u kx ky 1 : ℂ)),
          E + (dVec u kx ky 2 : ℂ)] := by
    ext i j
    fin_cases i <;> fin_cases j <;> simp [blochHamiltonian]
  -- the secular determinant is `E² - ‖d‖²`
  have hdet : (E • (1 : Matrix (Fin 2) (Fin 2) ℂ) - blochHamiltonian u kx ky).det =
      E ^ 2 - (‖dVec u kx ky‖ : ℂ) ^ 2 := by
    rw [hM, Matrix.det_fin_two_of, hn]
    linear_combination (dVec u kx ky 1 : ℂ) ^ 2 * Complex.I_sq
  rw [hdet, sub_eq_zero, sq_eq_sq_iff_eq_or_eq_neg]

/-- The squared length of `d(k)` is a weighted average of `(u + 2)²`, `(u - 2)²` and `u²`,
with weights fixed by `cos kx` and `cos ky`. -/
theorem norm_sq_average (u kx ky : ℝ) :
    4 * ‖dVec u kx ky‖ ^ 2 =
      (1 + cos kx) * (1 + cos ky) * (u + 2) ^ 2 + (1 - cos kx) * (1 - cos ky) * (u - 2) ^ 2 +
        ((1 + cos kx) * (1 - cos ky) + (1 - cos kx) * (1 + cos ky)) * u ^ 2 := by
  rw [norm_sq_dVec]
  linear_combination 4 * sin_sq_add_cos_sq kx + 4 * sin_sq_add_cos_sq ky

/-- The lengths of `d(k)` at the momenta `(0, 0)`, `(π, π)` and `(0, π)` are
`|u + 2|`, `|u - 2|` and `|u|`. -/
theorem norm_at_corners (u : ℝ) :
    ‖dVec u 0 0‖ = |u + 2| ∧ ‖dVec u π π‖ = |u - 2| ∧ ‖dVec u 0 π‖ = |u| := by
  refine ⟨?_, ?_, ?_⟩ <;>
  · apply (sq_eq_sq₀ (norm_nonneg _) (abs_nonneg _)).1
    rw [sq_abs, norm_sq_dVec]
    simp only [sin_zero, sin_pi, cos_zero, cos_pi]
    ring

/-- The minimum of `‖d(k)‖` over all momenta is the smallest of `|u|`, `|u - 2|`
and `|u + 2|`. -/
theorem isLeast_norm_dVec (u : ℝ) :
    IsLeast (Set.range fun k : ℝ × ℝ => ‖dVec u k.1 k.2‖)
      (min |u| (min |u - 2| |u + 2|)) := by
  obtain ⟨c1, c2, c3⟩ := norm_at_corners u
  constructor
  · -- the minimum is attained at one of the corner momenta
    rcases min_choice |u| (min |u - 2| |u + 2|) with h | h
    · rw [h]
      exact ⟨(0, π), c3⟩
    · rw [h]
      rcases min_choice |u - 2| |u + 2| with h' | h'
      · rw [h']
        exact ⟨(π, π), c2⟩
      · rw [h']
        exact ⟨(0, 0), c1⟩
  · rintro _ ⟨⟨kx, ky⟩, rfl⟩
    show _ ≤ ‖dVec u kx ky‖
    have hm : 0 ≤ min |u| (min |u - 2| |u + 2|) :=
      le_min (abs_nonneg _) (le_min (abs_nonneg _) (abs_nonneg _))
    have h1 : min |u| (min |u - 2| |u + 2|) ≤ |u| := min_le_left _ _
    have h2 : min |u| (min |u - 2| |u + 2|) ≤ |u - 2| :=
      (min_le_right _ _).trans (min_le_left _ _)
    have h3 : min |u| (min |u - 2| |u + 2|) ≤ |u + 2| :=
      (min_le_right _ _).trans (min_le_right _ _)
    generalize min |u| (min |u - 2| |u + 2|) = m at hm h1 h2 h3 ⊢
    have s1 := (sq_le_sq₀ hm (abs_nonneg _)).2 h1
    have s2 := (sq_le_sq₀ hm (abs_nonneg _)).2 h2
    have s3 := (sq_le_sq₀ hm (abs_nonneg _)).2 h3
    rw [sq_abs] at s1 s2 s3
    have pa : 0 ≤ 1 + cos kx := by linarith [neg_one_le_cos kx]
    have qa : 0 ≤ 1 - cos kx := by linarith [cos_le_one kx]
    have pb : 0 ≤ 1 + cos ky := by linarith [neg_one_le_cos ky]
    have qb : 0 ≤ 1 - cos ky := by linarith [cos_le_one ky]
    -- an average is at least any common lower bound
    apply (sq_le_sq₀ hm (norm_nonneg _)).1
    nlinarith [norm_sq_average u kx ky, mul_nonneg (mul_nonneg pa pb) (sub_nonneg.2 s3),
      mul_nonneg (mul_nonneg qa qb) (sub_nonneg.2 s2),
      mul_nonneg (mul_nonneg pa qb) (sub_nonneg.2 s1),
      mul_nonneg (mul_nonneg qa pb) (sub_nonneg.2 s1)]

/-- The maximum of `‖d(k)‖` over all momenta is `|u| + 2`. -/
theorem isGreatest_norm_dVec (u : ℝ) :
    IsGreatest (Set.range fun k : ℝ × ℝ => ‖dVec u k.1 k.2‖) (|u| + 2) := by
  obtain ⟨c1, c2, -⟩ := norm_at_corners u
  constructor
  · rcases le_total 0 u with h | h
    · refine ⟨(0, 0), ?_⟩
      show ‖dVec u 0 0‖ = |u| + 2
      rw [c1, abs_of_nonneg h, abs_of_nonneg (by linarith : (0 : ℝ) ≤ u + 2)]
    · refine ⟨(π, π), ?_⟩
      show ‖dVec u π π‖ = |u| + 2
      rw [c2, abs_of_nonpos h, abs_of_nonpos (by linarith : u - 2 ≤ (0 : ℝ))]
      ring
  · rintro _ ⟨⟨kx, ky⟩, rfl⟩
    show ‖dVec u kx ky‖ ≤ |u| + 2
    have s1 : u ^ 2 ≤ (|u| + 2) ^ 2 := by nlinarith [abs_nonneg u, sq_abs u]
    have s2 : (u - 2) ^ 2 ≤ (|u| + 2) ^ 2 := by nlinarith [neg_abs_le u, sq_abs u]
    have s3 : (u + 2) ^ 2 ≤ (|u| + 2) ^ 2 := by nlinarith [le_abs_self u, sq_abs u]
    have pa : 0 ≤ 1 + cos kx := by linarith [neg_one_le_cos kx]
    have qa : 0 ≤ 1 - cos kx := by linarith [cos_le_one kx]
    have pb : 0 ≤ 1 + cos ky := by linarith [neg_one_le_cos ky]
    have qb : 0 ≤ 1 - cos ky := by linarith [cos_le_one ky]
    apply (sq_le_sq₀ (norm_nonneg _) (by positivity)).1
    nlinarith [norm_sq_average u kx ky, mul_nonneg (mul_nonneg pa pb) (sub_nonneg.2 s3),
      mul_nonneg (mul_nonneg qa qb) (sub_nonneg.2 s2),
      mul_nonneg (mul_nonneg pa qb) (sub_nonneg.2 s1),
      mul_nonneg (mul_nonneg qa pb) (sub_nonneg.2 s1)]

/-- `d(k)` vanishes exactly when both cosines are `1` or `-1` and `u` cancels their sum. -/
theorem norm_eq_zero_iff_momentum (u kx ky : ℝ) :
    ‖dVec u kx ky‖ = 0 ↔
      (cos kx = 1 ∨ cos kx = -1) ∧ (cos ky = 1 ∨ cos ky = -1) ∧ u = -(cos kx + cos ky) := by
  have hs := norm_sq_dVec u kx ky
  have hx := sin_sq_add_cos_sq kx
  have hy := sin_sq_add_cos_sq ky
  constructor
  · intro h
    rw [h] at hs
    -- a vanishing sum of squares has vanishing terms
    have h1 : sin kx ^ 2 = 0 := by
      nlinarith [sq_nonneg (sin kx), sq_nonneg (sin ky), sq_nonneg (u + cos kx + cos ky)]
    have h2 : sin ky ^ 2 = 0 := by
      nlinarith [sq_nonneg (sin kx), sq_nonneg (sin ky), sq_nonneg (u + cos kx + cos ky)]
    have h3 : (u + cos kx + cos ky) ^ 2 = 0 := by linarith
    have h4 : u + cos kx + cos ky = 0 := pow_eq_zero_iff two_ne_zero |>.1 h3
    exact ⟨mul_self_eq_one_iff.1 (by linarith [sq (cos kx)]),
      mul_self_eq_one_iff.1 (by linarith [sq (cos ky)]), by linarith⟩
  · rintro ⟨h1, h2, h3⟩
    have e1 := mul_self_eq_one_iff.2 h1
    have e2 := mul_self_eq_one_iff.2 h2
    have h4 : u + cos kx + cos ky = 0 := by linarith
    apply pow_eq_zero_iff two_ne_zero |>.1
    rw [hs, h4]
    linarith [sq (cos kx), sq (cos ky)]

/-- The gap closes at some momentum exactly for `u = -2`, `u = 0` and `u = 2`. -/
theorem gap_closes_iff (u : ℝ) :
    (∃ kx ky : ℝ, ‖dVec u kx ky‖ = 0) ↔ u = -2 ∨ u = 0 ∨ u = 2 := by
  constructor
  · rintro ⟨kx, ky, h⟩
    obtain ⟨h1, h2, h3⟩ := (norm_eq_zero_iff_momentum u kx ky).1 h
    rcases h1 with h1 | h1 <;> rcases h2 with h2 | h2 <;> rw [h1, h2] at h3
    · exact Or.inl (by linarith)
    · exact Or.inr (Or.inl (by linarith))
    · exact Or.inr (Or.inl (by linarith))
    · exact Or.inr (Or.inr (by linarith))
  · obtain ⟨c1, c2, c3⟩ := norm_at_corners u
    rintro (h | h | h)
    · exact ⟨0, 0, by rw [c1, abs_eq_zero]; linarith⟩
    · exact ⟨0, π, by rw [c3, abs_eq_zero]; exact h⟩
    · exact ⟨π, π, by rw [c2, abs_eq_zero]; linarith⟩

end

end QiWuZhang
```

```lean
#print axioms QiWuZhang.energy_iff
-- 'QiWuZhang.energy_iff' depends on axioms: [propext, Classical.choice, Quot.sound]
#print axioms QiWuZhang.isLeast_norm_dVec
-- 'QiWuZhang.isLeast_norm_dVec' depends on axioms: [propext, Classical.choice, Quot.sound]
#print axioms QiWuZhang.isGreatest_norm_dVec
-- 'QiWuZhang.isGreatest_norm_dVec' depends on axioms: [propext, Classical.choice, Quot.sound]
#print axioms QiWuZhang.gap_closes_iff
-- 'QiWuZhang.gap_closes_iff' depends on axioms: [propext, Classical.choice, Quot.sound]
```

## How the proof follows the algebra

`norm_sq_dVec` expands the squared length into components. In `energy_iff`, `hM` writes out $E-H$ entry by entry and `hdet` evaluates its determinant, using $i^2=-1$. The last line turns $E^2=\|d\|^2$ into the two signs.

`norm_sq_average` is the averaging identity as displayed above, with the factor 4 on the left. Its `linear_combination` adds four times $\sin^2+\cos^2=1$ for each momentum component. `norm_at_corners` compares squares of non-negative numbers and inserts the values of sine and cosine at $0$ and $\pi$.

In `isLeast_norm_dVec`, `min_choice` finds which corner attains the minimum. For the lower bound, `generalize` replaces the nested minimum by a number `m`, about which only $m\ge0$ and the three corner inequalities are kept. The final `nlinarith` receives four products, each a non-negative weight times a non-negative difference such as $(u+2)^2-m^2$. Their sum, combined with the averaging identity, gives $m^2\le\|d\|^2$. The upper bound in `isGreatest_norm_dVec` uses the same weights with the differences reversed.

For the zeros, `norm_eq_zero_iff_momentum` shows that each term in a vanishing sum of squares is zero, then uses `mul_self_eq_one_iff` to get cosines equal to $\pm1$. `gap_closes_iff` runs through the four sign combinations and takes the converse from the corner norms.

## Near a closing, and on a grid

Set $u=2+\delta$ with $|\delta|\le1$. The minimum is then $|\delta|$, so the gap $2|\delta|$ closes linearly at $(\pi,\pi)$.

In code, the formula replaces the scan by one line, `gap = 2*min(abs(u), abs(u-2), abs(u+2))`, or serves as a test of the scan. On an $N\times N$ grid $k=2\pi n/N$ with $N$ even, the momenta $0$ and $\pi$ are both included, and the scan agrees with the formula up to rounding. With $N$ odd, $\pi$ is missing: at $u=2$ the scan reports a gap of about $2\sqrt2\,\pi/N$ for large $N$, although the true gap is zero.

For this non-interacting two-band model, the Chern number of the lower band can change along a continuous path in $u$ only where the gap closes, so a phase diagram needs just one computed value in each of the four intervals between and beyond $-2$, $0$ and $2$.
